# Logarithmic growth of the apparent Hartree–Fock Fermi velocity as the mesh is refined

In the Hartree–Fock approximation at zero temperature, exchange through the bare Coulomb interaction makes the band energy of the three-dimensional uniform electron gas infinitely steep at the Fermi surface, but a difference quotient on a finite mesh still returns a finite velocity. The failing declaration, `meshVelocity_sub_log_tendsto`, says how that number grows: with `N` equal intervals up to a fixed `kF > 0`, the slope over the last interval, less `ln N / π`, tends to `kF + ln 2 / π` as `N` goes to infinity. The dispersion is taken in its closed form, in Hartree atomic units, and isn't derived here. The proof splits the slope into a kinetic part and an exchange part, and gets the limit of the latter by putting `h = 1 / N` into an earlier lemma on intervals shrinking to zero. For this it must show that `1 / N` approaches zero through positive values, and there it fails.

The first attempt, which Lean rejects:

```lean
import Mathlib

open Real Filter Topology

namespace FockFermiVelocity

noncomputable section

/-- The dimensionless Fock exchange dispersion of the electron gas at `x = k / kF`,
for `0 < x ≤ 1`, with the value `-1/π` at the Fermi surface. -/
def exchangeShape (x : ℝ) : ℝ :=
  if x = 1 then -(1 / π)
  else -(1 / π) * (1 + (1 - x ^ 2) / (2 * x) * log ((1 + x) / (1 - x)))

/-- The slope of the exchange dispersion between `1 - h` and the Fermi surface,
for `0 < h < 1`. -/
def secantSlope (h : ℝ) : ℝ := (exchangeShape 1 - exchangeShape (1 - h)) / h

/-- The Hartree–Fock band energy of the electron gas in Hartree atomic units,
for `0 < k ≤ kF`. -/
def bandEnergy (kF k : ℝ) : ℝ := k ^ 2 / 2 + kF * exchangeShape (k / kF)

/-- The apparent Fermi velocity on a mesh of spacing `kF / N`: the difference quotient of the
band energy over the last interval below the Fermi surface, for `kF > 0` and `N ≥ 2`. -/
def meshVelocity (kF : ℝ) (N : ℕ) : ℝ :=
  (bandEnergy kF kF - bandEnergy kF (kF - kF / N)) / (kF / N)

/-- Closed form of the exchange slope over a finite interval below the Fermi surface. -/
theorem secantSlope_eq {h : ℝ} (h0 : 0 < h) (h1 : h < 1) :
    secantSlope h = 1 / π * ((2 - h) / (2 * (1 - h))) * log ((2 - h) / h) := by
  have hne : 1 - h ≠ 1 := by linarith
  have hd : 1 - h ≠ 0 := by linarith
  have hh : h ≠ 0 := h0.ne'
  have hpi : π ≠ 0 := pi_ne_zero
  have e : (1 + (1 - h)) / (1 - (1 - h)) = (2 - h) / h := by
    rw [show 1 + (1 - h) = 2 - h by ring, show 1 - (1 - h) = h by ring]
  unfold secantSlope exchangeShape
  rw [if_pos rfl, if_neg hne, e]
  generalize log ((2 - h) / h) = L
  field_simp
  ring

/-- After subtraction of `ln(1/h)/π`, the exchange slope at the Fermi surface tends to
`ln 2 / π` as the interval shrinks. -/
theorem secantSlope_sub_log_tendsto :
    Tendsto (fun h : ℝ => secantSlope h - log (1 / h) / π) (𝓝[>] 0) (𝓝 (log 2 / π)) := by
  have hA : ContinuousAt (fun h : ℝ => (2 - h) / (2 * (1 - h))) 0 :=
    ContinuousAt.div (by fun_prop) (by fun_prop) (by norm_num)
  have hL : ContinuousAt (fun h : ℝ => log (2 - h)) 0 :=
    ContinuousAt.log (by fun_prop) (by norm_num)
  -- the remaining logarithm is multiplied by `h` and so is harmless
  have hM : ContinuousAt (fun h : ℝ => h * log h / (2 * (1 - h))) 0 :=
    ContinuousAt.div Real.continuous_mul_log.continuousAt (by fun_prop) (by norm_num)
  have hg : ContinuousAt (fun h : ℝ => 1 / π *
      ((2 - h) / (2 * (1 - h)) * log (2 - h) - h * log h / (2 * (1 - h)))) 0 :=
    continuousAt_const.mul ((hA.mul hL).sub hM)
  have e : log 2 / π = 1 / π *
      ((2 - 0) / (2 * (1 - 0)) * log (2 - 0) - 0 * log 0 / (2 * (1 - 0))) := by
    rw [sub_zero, sub_zero]
    ring
  rw [e]
  refine Tendsto.congr' ?_ (hg.tendsto.mono_left nhdsWithin_le_nhds)
  filter_upwards [Ioo_mem_nhdsGT (zero_lt_one' ℝ)] with h hh
  have h2 : 2 - h ≠ 0 := by linarith [hh.2]
  have hd : 1 - h ≠ 0 := by linarith [hh.2]
  have hpi : π ≠ 0 := pi_ne_zero
  rw [secantSlope_eq hh.1 hh.2, Real.log_div h2 hh.1.ne', one_div h, Real.log_inv]
  generalize log (2 - h) = A
  generalize log h = B
  field_simp
  ring

/-- The apparent Fermi velocity is a kinetic part plus the exchange slope over one
mesh interval. -/
theorem meshVelocity_eq {kF : ℝ} (hk : 0 < kF) {N : ℕ} (hN : 2 ≤ N) :
    meshVelocity kF N = kF * (1 - 1 / (N : ℝ) / 2) + secantSlope (1 / (N : ℝ)) := by
  have hk0 : kF ≠ 0 := hk.ne'
  have hN0 : (N : ℝ) ≠ 0 := Nat.cast_ne_zero.mpr (by omega)
  have e : (kF - kF / N) / kF = 1 - 1 / (N : ℝ) := by field_simp
  unfold meshVelocity bandEnergy secantSlope
  rw [div_self hk0, e]
  generalize exchangeShape 1 = a
  generalize exchangeShape (1 - 1 / (N : ℝ)) = b
  field_simp
  ring

/-- On a mesh with `N` intervals up to `kF`, the apparent Fermi velocity minus `ln N / π`
tends to `kF + ln 2 / π`. -/
theorem meshVelocity_sub_log_tendsto {kF : ℝ} (hk : 0 < kF) :
    Tendsto (fun N : ℕ => meshVelocity kF N - log N / π) atTop (𝓝 (kF + log 2 / π)) := by
  have h0 : Tendsto (fun N : ℕ => 1 / (N : ℝ)) atTop (𝓝 0) :=
    tendsto_one_div_atTop_nhds_zero_nat
  have hpos : Tendsto (fun N : ℕ => 1 / (N : ℝ)) atTop (𝓝[>] 0) := by
    refine tendsto_nhdsWithin_iff.mpr ⟨h0, ?_⟩
    filter_upwards [eventually_gt_atTop 0] with N hN
    exact one_div_pos.mpr (Nat.cast_pos.mpr hN)
  have ht := (((tendsto_const_nhds (x := (1 : ℝ))).sub (h0.div_const 2)).const_mul kF).add
    (secantSlope_sub_log_tendsto.comp hpos)
  have e : kF + log 2 / π = kF * (1 - 0 / 2) + log 2 / π := by ring
  rw [e]
  refine Tendsto.congr' ?_ ht
  filter_upwards [eventually_ge_atTop 2] with N hN
  simp only [Function.comp_apply, one_div_one_div]
  rw [meshVelocity_eq hk hN]
  ring

end

end FockFermiVelocity
```

Lean reports:

```
Main.lean:96:26: error: Application type mismatch: The argument
  Nat.cast_pos.mpr hN
has type
  @OfNat.ofNat ?m.114 0 (@Zero.toOfNat0 ?m.114 (@MulZeroClass.toZero ?m.114 instMulZeroClassOfSemiring)) < ↑N
but is expected to have type
  @OfNat.ofNat ?m.107 0
      (@Zero.toOfNat0 ?m.107
        (@MulZeroClass.toZero ?m.107 GroupWithZero.toMonoidWithZero.toMulZeroOneClass.toMulZeroClass)) <
    ?m.111
in the application
  one_div_pos.mpr (Nat.cast_pos.mpr hN)
```

As a diff, the version that Lean accepts:

```diff
@@ -94,5 +94,7 @@
     refine tendsto_nhdsWithin_iff.mpr ⟨h0, ?_⟩
     filter_upwards [eventually_gt_atTop 0] with N hN
-    exact one_div_pos.mpr (Nat.cast_pos.mpr hN)
+    have hN' : (0 : ℝ) < (N : ℝ) := Nat.cast_pos.mpr hN
+    have hinv : (0 : ℝ) < 1 / (N : ℝ) := one_div_pos.mpr hN'
+    exact hinv
   have ht := (((tendsto_const_nhds (x := (1 : ℝ))).sub (h0.div_const 2)).const_mul kF).add
     (secantSlope_sub_log_tendsto.comp hpos)
```

Diagnosis. The goal at the failing line is that `1 / (N : ℝ)` belongs to `Set.Ioi 0`. This means `0 < 1 / (N : ℝ)`, but it is written as a membership, and Lean did not use it to settle the number type in `one_div_pos` before checking the argument. The message shows this type still unknown, as `?m.107`. `Nat.cast_pos.mpr hN` was therefore elaborated without being told that `N` is cast to the reals, and its type is unknown too, `?m.114`. The two inequalities take their zeros from different algebraic structures, one from a semiring and the other from a group with zero, and with the types open Lean could not match them.

The repair names the type. `hN'` states that `N` is positive as a real number, which fixes the cast. `hinv` states the inequality for `1 / (N : ℝ)` openly, so `one_div_pos` is applied to a known real inequality. `exact hinv` then closes the goal, because membership in `Set.Ioi 0` unfolds to that inequality. The mathematical argument is unchanged.
